# The Krylov vectors of a complex matrix A and a start vector v span the whole space exactly when uᵀv ≠ 0 for every left eigenvector u

## Can my start vector reach the whole space?

Before a Lanczos or Arnoldi run I have to pick a start vector \(v\). For a Hermitian matrix, if \(v\) is orthogonal to some eigenvector, the run never finds that eigenvector in exact arithmetic, however long I iterate. I believe that, stated with left eigenvectors, this is the only obstruction in general: for a complex \(n\times n\) matrix \(A\), the vectors \(v, Av, \dots, A^{n-1}v\) span \(\mathbb{C}^n\) unless some left eigenvector \(u\) has \(u^Tv=0\). Does this hold for non-Hermitian, even non-diagonalizable \(A\), and can it be made rigorous and machine-checked?

## Every failure comes from a left eigenvector with uᵀv = 0

Yes. A left eigenvector here is a nonzero \(u\) with \(A^Tu = lu\) for some \(l\in\mathbb{C}\), and the pairing \(u^Tx=\sum_i u_ix_i\) has no complex conjugation. Let \(K\) be the span of \(v,Av,\dots,A^{n-1}v\).

**An orthogonal left eigenvector blocks the space.** Since \((A^Tu)^Tx = u^TAx\), repeated use gives
\[
u^TA^kv = l^k\,u^Tv .
\]
If \(u^Tv=0\), then \(u\) annihilates all of \(K\). If \(K\) were \(\mathbb{C}^n\), it would contain each unit vector \(e_i\), so \(u_i=u^Te_i=0\) for all \(i\), contradicting \(u\neq0\).

**A proper Krylov space produces such an eigenvector.** If \(K\ne\mathbb{C}^n\), some nonzero \(u\) annihilates \(K\). Divide \(t^k\) by the characteristic polynomial \(p\): \(t^k=q(t)p(t)+r(t)\), with \(r\) of degree below \(n\) or zero. By Cayley–Hamilton \(p(A)=0\), so \(A^kv=r(A)v\in K\) for every \(k\). Hence \(u\) lies in
\[
W=\{w : w^TA^kv=0 \text{ for all } k\ge 0\}.
\]
For \(w\in W\), \((A^Tw)^TA^kv=w^TA^{k+1}v=0\), so \(A^T\) maps \(W\) into itself. A linear map on a nonzero finite-dimensional complex space has an eigenvector, so \(W\) contains an eigenvector \(w\) of \(A^T\), and \(k=0\) gives \(w^Tv=0\).

**Degeneracy.** Let \(u,w\) be independent left eigenvectors with the same \(l\). If \(u^Tv=0\), then \(u\) is an obstruction. Otherwise \(z=(w^Tv)u-(u^Tv)w\) is nonzero, satisfies \(A^Tz=lz\), and has \(z^Tv=0\). No start vector works.

**Diagonal matrices.** For \(A=\mathrm{diag}(d_1,\dots,d_n)\), each \(e_i\) is a left eigenvector with eigenvalue \(d_i\). A repeated entry is the degenerate case, and \(v_i=0\) makes \(e_i\) an obstruction. Conversely, \(A^Tu=lu\) means \((d_k-l)u_k=0\). With distinct entries, \(u\) has a single nonzero component \(u_i\), and \(u^Tv=u_iv_i\neq0\) if all components of \(v\) are nonzero.

### How the Lean statements express this

Vectors are functions `Fin n → ℂ`, with indices starting at 0. `krylov A v m` is the span of the first `m` Krylov vectors, `*ᵥ` applies a matrix, and `⬝ᵥ` is the unconjugated pairing. In `krylov_eq_top_iff`, `krylov A v n = ⊤` says that the span is the whole space; the right side denies that an obstructing `u` exists. There is no hypothesis on `A` or `v`. For Hermitian \(A\), \(u\) is the complex conjugate of an ordinary eigenvector \(x\), so \(u^Tv\) is the usual overlap \(x^\dagger v\).

For a Hamiltonian in a finite basis, treated in exact arithmetic, the theorem tells you when the Krylov space of a single start vector contains every state vector. It covers neither rounding errors, convergence rates and small but nonzero overlaps, nor block methods and infinite dimension.

```lean
import Mathlib

open Matrix

namespace KrylovCyclicVector

variable {n : ℕ}

/-- The Krylov space of order `m`: the span of `v, A v, ..., A^(m-1) v`. -/
def krylov (A : Matrix (Fin n) (Fin n) ℂ) (v : Fin n → ℂ) (m : ℕ) :
    Submodule ℂ (Fin n → ℂ) :=
  Submodule.span ℂ (Set.range fun k : Fin m => (A ^ (k : ℕ)) *ᵥ v)

/-- The matrix `A` can be moved across the bilinear pairing as its transpose. -/
theorem transpose_pairing (A : Matrix (Fin n) (Fin n) ℂ) (u x : Fin n → ℂ) :
    (Aᵀ *ᵥ u) ⬝ᵥ x = u ⬝ᵥ (A *ᵥ x) := by
  rw [Matrix.mulVec_transpose, Matrix.dotProduct_mulVec]

/-- If `Aᵀ u = l u`, then the unconjugated pairing satisfies `uᵀ (A^k v) = l^k (uᵀ v)`. -/
theorem left_eigenvector_pow {A : Matrix (Fin n) (Fin n) ℂ} {u : Fin n → ℂ} {l : ℂ}
    (hu : Aᵀ *ᵥ u = l • u) (v : Fin n → ℂ) (k : ℕ) :
    u ⬝ᵥ (A ^ k *ᵥ v) = l ^ k * (u ⬝ᵥ v) := by
  induction k with
  | zero => simp
  | succ k ih =>
    rw [pow_succ', ← Matrix.mulVec_mulVec, ← transpose_pairing, hu, smul_dotProduct, ih,
      smul_eq_mul]
    ring

/-- If `Aᵀ u = l u` and `uᵀ v = 0`, then `uᵀ x = 0` for every vector `x` in a Krylov space of `A`
and `v`, whatever its order. -/
theorem krylov_misses {A : Matrix (Fin n) (Fin n) ℂ} {u v : Fin n → ℂ} {l : ℂ}
    (hu : Aᵀ *ᵥ u = l • u) (huv : u ⬝ᵥ v = 0) {m : ℕ} {x : Fin n → ℂ}
    (hx : x ∈ krylov A v m) : u ⬝ᵥ x = 0 := by
  unfold krylov at hx
  induction hx using Submodule.span_induction with
  | mem x h =>
    obtain ⟨k, rfl⟩ := h
    change u ⬝ᵥ (A ^ (k : ℕ) *ᵥ v) = 0
    rw [left_eigenvector_pow hu, huv, mul_zero]
  | zero => exact dotProduct_zero u
  | add x y _ _ hx hy => rw [dotProduct_add, hx, hy, add_zero]
  | smul a x _ hx => rw [dotProduct_smul, hx, smul_zero]

/-- Every power `A^k v` lies in the Krylov space of order `n`, the dimension of the
whole space. -/
theorem krylov_saturates (A : Matrix (Fin n) (Fin n) ℂ) (v : Fin n → ℂ) (k : ℕ) :
    A ^ k *ᵥ v ∈ krylov A v n := by
  rcases Nat.eq_zero_or_pos n with rfl | hn
  · have h0 : A ^ k *ᵥ v = 0 := Subsingleton.elim _ _
    rw [h0]
    exact Submodule.zero_mem _
  · have hdeg : A.charpoly.natDegree = n := by
      rw [Matrix.charpoly_natDegree_eq_dim, Fintype.card_fin]
    have hne : A.charpoly ≠ 1 := by
      intro h
      rw [h, Polynomial.natDegree_one] at hdeg
      omega
    -- Cayley-Hamilton: reduce the power modulo the characteristic polynomial
    have hlt := Polynomial.natDegree_modByMonic_lt (Polynomial.X ^ k) A.charpoly_monic hne
    rw [hdeg] at hlt
    rw [Matrix.pow_eq_aeval_mod_charpoly A k, Polynomial.aeval_eq_sum_range' hlt]
    refine Finset.sum_induction _
      (fun M : Matrix (Fin n) (Fin n) ℂ => M *ᵥ v ∈ krylov A v n) ?_ ?_ ?_
    · intro M N hM hN
      change (M + N) *ᵥ v ∈ krylov A v n
      rw [Matrix.add_mulVec]
      exact Submodule.add_mem _ hM hN
    · change (0 : Matrix (Fin n) (Fin n) ℂ) *ᵥ v ∈ krylov A v n
      rw [Matrix.zero_mulVec]
      exact Submodule.zero_mem _
    · intro i hi
      change (_ • A ^ i) *ᵥ v ∈ krylov A v n
      rw [Matrix.smul_mulVec]
      exact Submodule.smul_mem _ _ (Submodule.subset_span ⟨⟨i, Finset.mem_range.mp hi⟩, rfl⟩)

/-- The vectors `v, A v, ..., A^(n-1) v` span the whole space if and only if no
nonzero left eigenvector `u` of `A` satisfies `uᵀ v = 0`. -/
theorem krylov_eq_top_iff (A : Matrix (Fin n) (Fin n) ℂ) (v : Fin n → ℂ) :
    krylov A v n = ⊤ ↔
      ¬ ∃ u : Fin n → ℂ, u ≠ 0 ∧ (∃ l : ℂ, Aᵀ *ᵥ u = l • u) ∧ u ⬝ᵥ v = 0 := by
  constructor
  · rintro htop ⟨u, hu0, ⟨l, hu⟩, huv⟩
    apply hu0
    funext i
    have h := krylov_misses hu huv (m := n) (x := Pi.single i 1)
      (by rw [htop]; exact Submodule.mem_top)
    simpa using h
  · intro hno
    by_contra htop
    -- a nonzero functional, written as a vector `u`, vanishes on the Krylov space
    obtain ⟨f, hf0, hf⟩ := Submodule.exists_le_ker_of_lt_top _ (lt_top_iff_ne_top.mpr htop)
    let u : Fin n → ℂ := fun i => f (fun j => if i = j then 1 else 0)
    have hfu : ∀ x, f x = u ⬝ᵥ x := by
      intro x
      rw [LinearMap.pi_apply_eq_sum_univ f x]
      exact Finset.sum_congr rfl fun i _ => mul_comm _ _
    -- the vectors annihilating all `A^k v` form a subspace invariant under `Aᵀ`
    let W : Submodule ℂ (Fin n → ℂ) :=
      { carrier := {w | ∀ k : ℕ, w ⬝ᵥ (A ^ k *ᵥ v) = 0}
        zero_mem' := fun k => zero_dotProduct _
        add_mem' := fun {a b} ha hb k => by rw [add_dotProduct, ha k, hb k, add_zero]
        smul_mem' := fun c a ha k => by rw [smul_dotProduct, ha k, smul_zero] }
    have hinv : ∀ w ∈ W, Matrix.mulVecLin Aᵀ w ∈ W := by
      intro w hw k
      rw [Matrix.mulVecLin_apply, transpose_pairing, Matrix.mulVec_mulVec, ← pow_succ']
      exact hw (k + 1)
    have huW : u ∈ W := fun k => by
      rw [← hfu]
      exact hf (krylov_saturates A v k)
    have hu0 : u ≠ 0 := by
      intro h
      apply hf0
      apply LinearMap.ext
      intro x
      rw [hfu, h, zero_dotProduct, LinearMap.zero_apply]
    have : Nontrivial W := ⟨⟨⟨u, huW⟩, 0, fun h => hu0 (congrArg Subtype.val h)⟩⟩
    -- over the complex numbers this subspace contains an eigenvector
    let g : Module.End ℂ W := (Matrix.mulVecLin Aᵀ).restrict hinv
    obtain ⟨l, hl⟩ := Module.End.exists_eigenvalue g
    obtain ⟨w, hw⟩ := hl.exists_hasEigenvector
    refine hno ⟨w.1, fun h => hw.2 (Subtype.ext h),
      ⟨l, congrArg Subtype.val hw.apply_eq_smul⟩, ?_⟩
    have h := w.2 0
    rwa [pow_zero, Matrix.one_mulVec] at h

/-- If two linearly independent left eigenvectors share one eigenvalue, then no start
vector generates the whole space. -/
theorem degenerate_not_cyclic {A : Matrix (Fin n) (Fin n) ℂ} {u w : Fin n → ℂ} {l : ℂ}
    (hu : Aᵀ *ᵥ u = l • u) (hw : Aᵀ *ᵥ w = l • w)
    (hind : LinearIndependent ℂ ![u, w]) (v : Fin n → ℂ) : krylov A v n ≠ ⊤ := by
  intro htop
  have hno := (krylov_eq_top_iff A v).mp htop
  have hu0 : u ≠ 0 := hind.ne_zero 0
  have huv : u ⬝ᵥ v ≠ 0 := fun h => hno ⟨u, hu0, ⟨l, hu⟩, h⟩
  -- this combination of the two eigenvectors has zero pairing with `v`
  refine hno ⟨(w ⬝ᵥ v) • u + (-(u ⬝ᵥ v)) • w, ?_, ⟨l, ?_⟩, ?_⟩
  · intro h
    exact huv (neg_eq_zero.mp (LinearIndependent.pair_iff.mp hind _ _ h).2)
  · rw [Matrix.mulVec_add, Matrix.mulVec_smul, Matrix.mulVec_smul, hu, hw]
    module
  · rw [add_dotProduct, smul_dotProduct, smul_dotProduct, smul_eq_mul, smul_eq_mul]
    ring

/-- For a diagonal matrix, `v` generates the whole space if and only if the diagonal
entries are pairwise distinct and every component of `v` is nonzero. -/
theorem diagonal_cyclic_iff (d v : Fin n → ℂ) :
    krylov (Matrix.diagonal d) v n = ⊤ ↔ Function.Injective d ∧ ∀ i, v i ≠ 0 := by
  have hdiag : ∀ (u : Fin n → ℂ) (k : Fin n),
      ((Matrix.diagonal d)ᵀ *ᵥ u) k = d k * u k := by
    intro u k
    rw [Matrix.diagonal_transpose, Matrix.mulVec_diagonal]
  have hsingle : ∀ i : Fin n, (Matrix.diagonal d)ᵀ *ᵥ (Pi.single i 1 : Fin n → ℂ)
      = d i • (Pi.single i 1 : Fin n → ℂ) := by
    intro i
    funext k
    rw [hdiag, Pi.smul_apply, smul_eq_mul]
    by_cases h : k = i
    · rw [h]
    · simp [h]
  constructor
  · intro htop
    refine ⟨fun i j hij => ?_, fun i hi => ?_⟩
    · by_contra hne
      refine degenerate_not_cyclic (hsingle i) (hij ▸ hsingle j) ?_ v htop
      rw [LinearIndependent.pair_iff]
      intro s t h
      have h1 := congrFun h i
      have h2 := congrFun h j
      simp [hne, Ne.symm hne] at h1 h2
      exact ⟨h1, h2⟩
    · refine (krylov_eq_top_iff _ v).mp htop ⟨Pi.single i 1, ?_, ⟨d i, hsingle i⟩, ?_⟩
      · intro h
        simpa using congrFun h i
      · simpa using hi
  · rintro ⟨hd, hv⟩
    rw [krylov_eq_top_iff]
    rintro ⟨u, hu0, ⟨l, hu⟩, huv⟩
    have hk : ∀ k, u k ≠ 0 → d k = l := by
      intro k hk
      have h := congrFun hu k
      rw [hdiag, Pi.smul_apply, smul_eq_mul] at h
      exact mul_right_cancel₀ hk h
    obtain ⟨i, hi⟩ := Function.ne_iff.mp hu0
    -- distinct entries leave `u` with a single nonzero component
    have hsum : u ⬝ᵥ v = u i * v i := by
      refine Finset.sum_eq_single i (fun j _ hji => ?_) (fun h => absurd (Finset.mem_univ i) h)
      have hj : u j = 0 := by
        by_contra hj
        exact hji (hd ((hk j hj).trans (hk i hi).symm))
      rw [hj, zero_mul]
    rw [hsum] at huv
    exact mul_ne_zero hi (hv i) huv

end KrylovCyclicVector
```

```lean
#print axioms KrylovCyclicVector.krylov_eq_top_iff
#print axioms KrylovCyclicVector.diagonal_cyclic_iff
```

```
'KrylovCyclicVector.krylov_eq_top_iff' depends on axioms: [propext, Classical.choice, Quot.sound]
'KrylovCyclicVector.diagonal_cyclic_iff' depends on axioms: [propext, Classical.choice, Quot.sound]
```

### How the proof follows the derivation

`transpose_pairing` moves \(A\) across the pairing, `left_eigenvector_pow` obtains the factor \(l^k\) by induction, and `krylov_misses` extends the vanishing from the generators to their span. `krylov_saturates` is the Cayley–Hamilton step: it replaces the power by its remainder and checks the remainder's terms one by one.

In `krylov_eq_top_iff`, the first direction tests `u` on unit vectors (`Pi.single i 1`). The second turns a functional `f` vanishing on the Krylov space into the vector `u`, builds `W`, and proves its invariance in `hinv`. It then applies `Module.End.exists_eigenvalue` to the restricted map `g`.

`degenerate_not_cyclic` uses the combination \(z\), with independence ensuring that it is nonzero. `diagonal_cyclic_iff` gets distinct entries from that theorem and nonzero components from the main one; for the converse, `hsum` reduces the pairing to \(u_iv_i\).
